# Bernal trilayer graphene with two hopping parameters: characteristic determinant and six bands

The π bands of Bernal-stacked trilayer graphene at a fixed wavevector are obtained here from a 6×6 matrix whose basis is ordered by sublattice, A1, A2, A3, B1, B2, B3, and not layer by layer. With only an in-layer element \(f\) and a real interlayer element \(g\), every hop joins an A site to a B site, and the characteristic determinant factorises.

```lean
import Mathlib

open Matrix ComplexConjugate

namespace BernalTrilayer

noncomputable section

/-- The Hamiltonian of a lattice with two sublattices A and B, with hopping only between them:
`Q i j` is the matrix element between site `i` of A and site `j` of B. -/
def twoSublattice {n : Type*} (Q : Matrix n n ℂ) : Matrix (n ⊕ n) (n ⊕ n) ℂ :=
  fromBlocks 0 Q Qᴴ 0

/-- The A-B elements of the Bernal trilayer, with rows A1, A2, A3 and columns B1, B2, B3:
`f` within each layer, and `g` between A2 and each of B1 and B3. -/
def hopping (f : ℂ) (g : ℝ) : Matrix (Fin 3) (Fin 3) ℂ :=
  !![f, 0, 0; (g : ℂ), f, (g : ℂ); 0, 0, f]

/-- The 6x6 Hamiltonian of the Bernal trilayer, in the order A1, A2, A3, B1, B2, B3. -/
def hamiltonian (f : ℂ) (g : ℝ) : Matrix (Fin 3 ⊕ Fin 3) (Fin 3 ⊕ Fin 3) ℂ :=
  twoSublattice (hopping f g)

/-- A state that is odd under exchange of the outer layers, with amplitudes `a` on A1 and
`b` on B1. -/
def oddState (a b : ℂ) : Fin 3 ⊕ Fin 3 → ℂ :=
  Sum.elim ![a, 0, -a] ![b, 0, -b]

/-- A state that is even under exchange of the outer layers, with amplitudes `a`, `b` on the
A and B sites of both outer layers and `√2 c`, `√2 d` on A2 and B2. -/
def evenState (a b c d : ℂ) : Fin 3 ⊕ Fin 3 → ℂ :=
  Sum.elim ![a, (Real.sqrt 2 : ℂ) * c, a] ![b, (Real.sqrt 2 : ℂ) * d, b]

/-- A two-sublattice Hamiltonian is Hermitian. -/
theorem twoSublattice_isHermitian {n : Type*} (Q : Matrix n n ℂ) :
    (twoSublattice Q).IsHermitian := by
  simp [Matrix.IsHermitian, twoSublattice, fromBlocks_conjTranspose]

/-- For hopping only between two sublattices of equal size, the characteristic determinant
at energy `E` is that of `Q Q†` at `E²`. -/
theorem det_twoSublattice {n : Type*} [Fintype n] [DecidableEq n]
    (Q : Matrix n n ℂ) (E : ℂ) :
    (E • (1 : Matrix (n ⊕ n) (n ⊕ n) ℂ) - twoSublattice Q).det
      = (E ^ 2 • (1 : Matrix n n ℂ) - Q * Qᴴ).det := by
  -- Both sides are continuous in the energy, so it is enough to treat non-zero energies.
  have hfun : (fun z : ℂ => (z • (1 : Matrix (n ⊕ n) (n ⊕ n) ℂ) - twoSublattice Q).det)
      = fun z : ℂ => (z ^ 2 • (1 : Matrix n n ℂ) - Q * Qᴴ).det := by
    refine Continuous.ext_on (dense_compl_singleton (0 : ℂ))
      (Continuous.matrix_det (by fun_prop)) (Continuous.matrix_det (by fun_prop)) ?_
    intro z hz
    have hz0 : z ≠ 0 := hz
    have hblocks : z • (1 : Matrix (n ⊕ n) (n ⊕ n) ℂ) - twoSublattice Q
        = fromBlocks (z • 1) (-Q) (-Qᴴ) (z • 1) := by
      rw [twoSublattice, ← fromBlocks_one, fromBlocks_smul, sub_eq_add_neg,
        fromBlocks_neg, fromBlocks_add]
      simp
    -- A block triangular factor eliminates the lower left block.
    have key : (z • (1 : Matrix (n ⊕ n) (n ⊕ n) ℂ) - twoSublattice Q)
          * fromBlocks (z • 1) 0 Qᴴ 1
        = fromBlocks (z ^ 2 • 1 - Q * Qᴴ) (-Q) 0 (z • 1) := by
      rw [hblocks, fromBlocks_multiply]
      congr 1 <;> simp [pow_two, smul_smul, sub_eq_add_neg]
    have hdet := congrArg Matrix.det key
    rw [det_mul, det_fromBlocks_zero₁₂, det_fromBlocks_zero₂₁, det_one, mul_one] at hdet
    have hne : (z • (1 : Matrix n n ℂ)).det ≠ 0 := by
      rw [det_smul, det_one, mul_one]
      exact pow_ne_zero _ hz0
    exact mul_right_cancel₀ hne hdet
  exact congrFun hfun E

/-- The characteristic determinant of the Bernal trilayer is
`(E² - |f|²) ((E² - |f|²)² - 2 g² E²)`. -/
theorem det_trilayer (f : ℂ) (g : ℝ) (E : ℂ) :
    (E • (1 : Matrix (Fin 3 ⊕ Fin 3) (Fin 3 ⊕ Fin 3) ℂ) - hamiltonian f g).det
      = (E ^ 2 - (‖f‖ : ℂ) ^ 2)
        * ((E ^ 2 - (‖f‖ : ℂ) ^ 2) ^ 2 - 2 * (g : ℂ) ^ 2 * E ^ 2) := by
  -- The product `Q Q†` couples A2 to A1 and A3 through B1 and B3.
  have hprod : hopping f g * (hopping f g)ᴴ
      = !![f * conj f, f * g, 0;
           g * conj f, f * conj f + 2 * (g : ℂ) ^ 2, g * conj f;
           0, f * g, f * conj f] := by
    ext i j
    rw [Matrix.mul_apply, Fin.sum_univ_three]
    fin_cases i <;> fin_cases j <;> simp [hopping, conjTranspose_apply]
    ring
  rw [hamiltonian, det_twoSublattice, ← Complex.mul_conj', hprod, det_fin_three]
  simp
  ring

/-- On states odd under exchange of the outer layers, the trilayer Hamiltonian acts as that
of a single layer with A-B element `f`. -/
theorem hamiltonian_oddState (f : ℂ) (g : ℝ) (a b : ℂ) :
    hamiltonian f g *ᵥ oddState a b = oddState (f * b) (conj f * a) := by
  ext i
  rcases i with i | i <;> fin_cases i <;>
    simp [hamiltonian, twoSublattice, hopping, oddState, Matrix.mulVec, dotProduct,
      Fin.sum_univ_succ]

/-- On states even under exchange of the outer layers, the trilayer Hamiltonian acts as that
of a bilayer with A-B element `f` in each layer and interlayer element `√2 g`. -/
theorem hamiltonian_evenState (f : ℂ) (g : ℝ) (a b c d : ℂ) :
    hamiltonian f g *ᵥ evenState a b c d
      = evenState (f * b) (conj f * a + (Real.sqrt 2 : ℂ) * g * c)
          (f * d + (Real.sqrt 2 : ℂ) * g * b) (conj f * c) := by
  have h2 : (Real.sqrt 2 : ℂ) * (Real.sqrt 2 : ℂ) = 2 := by
    rw [← Complex.ofReal_mul, Real.mul_self_sqrt (by norm_num)]
    norm_num
  ext i
  -- The two outer layers add up on A2, which gives the factor 2 = √2 √2.
  rcases i with i | i <;> fin_cases i <;>
    simp [hamiltonian, twoSublattice, hopping, evenState, Matrix.mulVec, dotProduct,
      Fin.sum_univ_succ] <;> grind

/-- The energy `g / √2`, half of the interlayer element `√2 g` of the even states. -/
def shift (g : ℝ) : ℝ := g / Real.sqrt 2

/-- The energy `√(g²/2 + |f|²)`. -/
def radius (f : ℂ) (g : ℝ) : ℝ := Real.sqrt (g ^ 2 / 2 + ‖f‖ ^ 2)

/-- The six band energies of the Bernal trilayer, with multiplicity, are `±|f|` and
`±g/√2 ± √(g²/2 + |f|²)` with independent signs. -/
theorem det_trilayer_bands (f : ℂ) (g : ℝ) (E : ℂ) :
    (E • (1 : Matrix (Fin 3 ⊕ Fin 3) (Fin 3 ⊕ Fin 3) ℂ) - hamiltonian f g).det
      = (E - ‖f‖) * (E + ‖f‖)
        * ((E - (shift g + radius f g)) * (E - (shift g - radius f g)))
        * ((E - (-shift g + radius f g)) * (E - (-shift g - radius f g))) := by
  have hr' : 2 * shift g ^ 2 = g ^ 2 := by
    rw [shift, div_pow, Real.sq_sqrt (by norm_num)]
    ring
  have hs' : radius f g ^ 2 = shift g ^ 2 + ‖f‖ ^ 2 := by
    rw [radius, Real.sq_sqrt (by positivity)]
    linarith
  have hr : 2 * (shift g : ℂ) ^ 2 = (g : ℂ) ^ 2 := by exact_mod_cast hr'
  have hs : (radius f g : ℂ) ^ 2 = (shift g : ℂ) ^ 2 + (‖f‖ : ℂ) ^ 2 := by
    exact_mod_cast hs'
  -- Each pair of even bands solves a quadratic equation.
  have h1 : (E - (shift g + radius f g)) * (E - (shift g - radius f g))
      = E ^ 2 - 2 * shift g * E - (‖f‖ : ℂ) ^ 2 := by
    linear_combination -hs
  have h2 : (E - (-shift g + radius f g)) * (E - (-shift g - radius f g))
      = E ^ 2 + 2 * shift g * E - (‖f‖ : ℂ) ^ 2 := by
    linear_combination -hs
  rw [det_trilayer, h1, h2]
  linear_combination 2 * (E ^ 2 - (‖f‖ : ℂ) ^ 2) * E ^ 2 * hr

end

end BernalTrilayer
```

```lean
#print axioms BernalTrilayer.twoSublattice_isHermitian
-- 'BernalTrilayer.twoSublattice_isHermitian' depends on axioms: [propext, Classical.choice, Quot.sound]
#print axioms BernalTrilayer.hamiltonian_oddState
-- 'BernalTrilayer.hamiltonian_oddState' depends on axioms: [propext, Classical.choice, Quot.sound]
#print axioms BernalTrilayer.hamiltonian_evenState
-- 'BernalTrilayer.hamiltonian_evenState' depends on axioms: [propext, Classical.choice, Quot.sound]
#print axioms BernalTrilayer.det_trilayer_bands
-- 'BernalTrilayer.det_trilayer_bands' depends on axioms: [propext, Classical.choice, Quot.sound]
```

## The matrix and the two determinant formulas

Let \(Q\) be the 3×3 matrix called `hopping f g`, with rows A1, A2, A3 and columns B1, B2, B3. The Hamiltonian is

\[
H=\begin{pmatrix}0&Q\\ Q^\dagger&0\end{pmatrix},\qquad
Q=\begin{pmatrix} f&0&0\\ g&f&g\\ 0&0&f\end{pmatrix}.
\]

The index type `Fin 3 ⊕ Fin 3` consists of two copies of a three-element set, the first for the A sites and the second for the B sites. Lean counts from 0, so layer \(j\) has index \(j-1\). The function `twoSublattice` builds the block matrix from any square \(Q\), and `Qᴴ` is the conjugate transpose \(Q^\dagger\). Ordering the basis by layer instead would permute rows and columns together, which leaves the determinant unchanged.

The theorem `det_trilayer` says that for every complex \(f\), real \(g\) and complex \(E\),

\[
\det(E-H)=(E^2-|f|^2)\left[(E^2-|f|^2)^2-2g^2E^2\right].
\]

In the code, \(E-H\) is `E • 1 - hamiltonian f g`, with the type of the identity matrix written out, and \(|f|\) is `‖f‖`. The theorem `det_trilayer_bands` splits the same determinant into six linear factors, whose zeros are the energies

\[
E=\pm|f|,\qquad E=\pm\frac{g}{\sqrt2}\pm\sqrt{\frac{g^2}{2}+|f|^2},
\]

with independent signs in the second expression. Because the whole polynomial is factored, the list includes multiplicities. The code writes `shift g` for \(g/\sqrt2\) and `radius f g` for the square root. These names describe a pair of levels: its midpoint is displaced from zero by the shift, and each level lies one radius from the midpoint.

## Carbon sites behind \(f\) and \(g\)

In each graphene layer an A atom has three B neighbours. At a given wavevector their hopping amplitudes, with Bloch phases, add up to one complex number, and this is \(f\). Many textbooks use \(f(\mathbf k)\) for the dimensionless sum of phases alone; here \(f\) includes the hopping energy. In Bernal stacking, B1, A2 and B3 lie on one vertical line. The element \(g\) is the hopping energy between vertical neighbours on that line, often written \(\gamma_1\) or \(t_\perp\). It is the same for both outer layers because they are mirror images of each other in the middle layer.

The zeros in the matrix are assumptions too. They leave out site energies, a voltage between the layers, skew interlayer hops and direct hopping between layers 1 and 3. The orbitals are taken as orthonormal, since the determinant contains \(E\) times the identity and no overlap matrix. The step from the crystal to this matrix, namely the Bloch reduction that yields \(f\) as a function of wavevector, is not part of the theorems: they take \(f\) as an arbitrary complex number.

For this non-interacting model with two couplings, the formulas give all six bands along a path in the Brillouin zone once \(f\) is known on that path, and they can be compared with a numerical diagonalisation that uses the same couplings.

## From a 6×6 to a 3×3 determinant

The matrix is Hermitian for any \(Q\), since conjugate transposition exchanges the off-diagonal blocks and replaces each by its conjugate transpose. This is `twoSublattice_isHermitian`.

The size of the determinant is then halved. Let \(Q\) be \(n\times n\) and multiply \(E-H\) on the right by a block triangular matrix:

\[
\begin{pmatrix}E&-Q\\-Q^\dagger&E\end{pmatrix}
\begin{pmatrix}E&0\\Q^\dagger&1\end{pmatrix}
=\begin{pmatrix}E^2-QQ^\dagger&-Q\\0&E\end{pmatrix}.
\]

The lower left block vanishes because \(-Q^\dagger E+EQ^\dagger=0\). The determinant of a block triangular matrix is the product of the determinants of its diagonal blocks, so

\[
\det(E-H)\,E^n=\det(E^2-QQ^\dagger)\,E^n .
\]

For \(E\neq0\) the factor \(E^n\) cancels. Both determinants are polynomials in \(E\), hence continuous, and the equality extends to \(E=0\). This gives `det_twoSublattice`,

\[
\det(E-H)=\det(E^2-QQ^\dagger),
\]

for any two sublattices of equal finite size. In the code, `hblocks` writes \(E-H\) in blocks, `key` is the matrix product above, and `mul_right_cancel₀` removes the common factor.

## Zero energy and `Continuous.ext_on`

At \(E=0\) the multiplication above gives only \(0=0\) when there is at least one site per sublattice, so the cancellation says nothing there. Mathlib's `Continuous.ext_on` supplies the missing value. It states that two continuous functions which agree on a dense set are equal, provided that their values lie in a Hausdorff space, as complex numbers do.

To use it, the proof first replaces the equation at one energy by an equation between two functions of a variable `z`, called `hfun`. The lemma then needs three inputs. The set of non-zero complex numbers is dense, by `dense_compl_singleton`. Both determinants are continuous: `Continuous.matrix_det` reduces this to continuity of the matrices, which `fun_prop` proves. Finally, the functions agree for \(z\neq0\), which is the block calculation. At the end `congrFun hfun E` evaluates the equal functions at the given energy.

## Expanding the 3×3 determinant

For the trilayer, multiplying the rows of \(Q\) by the conjugated rows gives

\[
QQ^\dagger=\begin{pmatrix}
|f|^2&fg&0\\
g\bar f&|f|^2+2g^2&g\bar f\\
0&fg&|f|^2\end{pmatrix}.
\]

The entry \(2g^2\) comes from the two paths A2–B1–A2 and A2–B3–A2. Set \(u=E^2-|f|^2\). Expansion along the first row yields

\[
\begin{aligned}
\det(E^2-QQ^\dagger)
&=u\left[(u-2g^2)u-g^2|f|^2\right]-g^2|f|^2u\\
&=u\left[u^2-2g^2(u+|f|^2)\right]\\
&=u\left[u^2-2g^2E^2\right],
\end{aligned}
\]

where the last line uses \(u+|f|^2=E^2\). This is the stated formula.

In `det_trilayer`, the step `hprod` checks the product matrix entry by entry. The rewrite with `Complex.mul_conj'` turns \(|f|^2\) into \(f\bar f\), so that both sides are polynomials in the same quantities. After `det_fin_three` has expanded the determinant, `ring` confirms the identity.

## A monolayer and a bilayer inside the trilayer

The two factors reflect the mirror symmetry that exchanges layers 1 and 3. Odd and even refer here to the exchange of amplitudes alone. The spatial reflection also reverses the sign of every π orbital, so the parity of a state under that reflection is the opposite one. An odd state has opposite amplitudes on the outer layers and none on the middle one. With amplitudes \(a\) on A1 and \(b\) on B1, the amplitude that \(H\) produces on A2 is \(gb-gb=0\). The outer layers therefore decouple from the middle one, and

\[
(a,b)\longmapsto(fb,\ \bar f a),
\]

which is the action of a single graphene layer. This is `hamiltonian_oddState`.

An even state has equal amplitudes \(a,b\) on the A and B sites of both outer layers, and \(\sqrt2\,c,\sqrt2\,d\) on A2 and B2. Applying \(H\) gives

\[
\begin{aligned}
\text{A1, A3:}&\quad fb, & \text{B1, B3:}&\quad \bar f a+\sqrt2\,g\,c,\\
\text{A2:}&\quad 2gb+\sqrt2\,fd=\sqrt2\,(fd+\sqrt2\,g\,b), & \text{B2:}&\quad \sqrt2\,\bar f c .
\end{aligned}
\]

Once the factor \(\sqrt2\) on the middle layer is taken out, this is a bilayer with interlayer element \(\sqrt2\,g\), as `hamiltonian_evenState` states.

The vectors in the code are not normalised. The squared norm of `oddState a b` is \(2(|a|^2+|b|^2)\), and that of `evenState a b c d` is \(2(|a|^2+|b|^2+|c|^2+|d|^2)\). Dividing by \(\sqrt2\) gives unit vectors when the parameters themselves have unit norm: the outer-layer amplitudes become \(a/\sqrt2\) and \(b/\sqrt2\) up to sign, and the middle-layer amplitudes become \(c\) and \(d\). The enhanced coupling \(\sqrt2\,g\) is thus the matrix element between normalised states.

Both proofs compare the six components one at a time with `fin_cases` and `simp`. The even case also needs \(\sqrt2\cdot\sqrt2=2\), recorded as `h2`, before `grind` finishes the algebra. The odd states form a two-dimensional space and the even states a four-dimensional one, which matches the degrees of the factors \(u\) and \(u^2-2g^2E^2\). The determinant theorem itself is proved by the expansion and does not rely on this decomposition.

## Solving for the six energies

The factor \(E^2-|f|^2\) gives \(E=\pm|f|\). For the other factor, write \(s=g/\sqrt2\), so that \(2g^2=4s^2\), and use the difference of two squares:

\[
u^2-2g^2E^2=(u-2sE)(u+2sE).
\]

With \(r=\sqrt{s^2+|f|^2}\), completing the square gives

\[
\begin{aligned}
u-2sE&=(E-s)^2-r^2=(E-s-r)(E-s+r),\\
u+2sE&=(E+s)^2-r^2=(E+s-r)(E+s+r).
\end{aligned}
\]

The zeros are \(s\pm r\) and \(-s\pm r\), the four even bands.

In the code \(s\) is `shift g` and \(r\) is `radius f g`. The facts `hr` and `hs` are \(2s^2=g^2\) and \(r^2=s^2+|f|^2\), first proved for real numbers and then transferred to complex ones. The steps `h1` and `h2` are the two completed squares read from right to left, and the last `linear_combination` joins them to `det_trilayer`.

## The Dirac point

At the corners of the Brillouin zone the three in-layer hops cancel and \(f=0\). The determinant becomes

\[
\det(E-H)=E^4(E^2-2g^2),
\]

so four levels lie at zero energy and two at \(\pm\sqrt2\,g\). For \(g\neq0\) the outer pair consists of the bonding and antibonding combinations of A2 with the even combination of B1 and B3.

Close to that point, for \(g\neq0\) and \(|f|\ll|g|\), expanding the square root gives two low-energy even bands at approximately \(\pm|f|^2/(\sqrt2\,|g|)\), while the odd bands stay at \(\pm|f|\). Since \(|f|\) grows linearly with distance from the corner, the model has one linear and one quadratic pair of bands meeting at zero energy.
